# Real symmetric force constants with non-negative energy and zero row sums are exactly the matrices CᵀC with zero row sums in C

When I fit harmonic force constants Φ to computed forces on a finite chain, with one displacement per atom, I don't vary Φ itself. I vary a real square matrix C, subtract from each row its mean, and set Φ = CᵀC. Every trial Φ is then symmetric, stable and indifferent to moving the whole chain. But do I lose some admissible Φ this way? And if each row of C is a kind of spring, couldn't I just use ordinary springs between pairs of atoms, with non-negative constants?

## No admissible Φ is lost, but pair springs miss some

Let u be the displacements, with energy

E(u) = ½ u·Φu.

Row s of C is a generalised spring with extension eₛ = Σⱼ Cₛⱼuⱼ. Moving every atom by a changes eₛ by a Σⱼ Cₛⱼ, so the extension is translation-invariant exactly when the row sums to zero. For Φ = CᵀC,

E(u) = ½ (Cu)·(Cu) = ½ Σₛ eₛ².

Such a Φ is symmetric and has non-negative energy. With **1** the vector of ones, C**1** = 0 gives Φ**1** = CᵀC**1** = 0, the acoustic sum rule.

Conversely, take an admissible Φ. By symmetry it has orthonormal eigenvectors, the columns of U, with eigenvalues dₛ:

ΦU = UD, UᵀU = 1, D = diag(dₛ).

The energy of column s is dₛ/2, so dₛ ≥ 0. Put C = √D Uᵀ. Then

CᵀC = U√D√D Uᵀ = UDUᵀ = ΦUUᵀ = Φ.

The rows of this C sum to zero, because

0 = **1**·Φ**1** = |C**1**|².

For N + 1 atoms, N springs are enough. Hold atom 0 fixed: the remaining block of Φ still has non-negative energy, so it equals BᵀB with B of size N by N. Prepend to each row of B minus its sum, which gives C. Now Φ and CᵀC agree on the block, and both are symmetric with zero row sums. The sum rule fixes column 0 below the corner, symmetry fixes row 0, and the sum rule fixes the corner.

Pair springs fail for the bending energy ½(u₀ − 2u₁ + u₂)², which is one generalised spring with row (1, −2, 1). Let Kᵢⱼ be the total constant between atoms i and j. The displacements (1,0,1), (1,0,0) and (0,0,1) would require

K₀₁ + K₁₂ = 4, K₀₁ + K₀₂ = 1, K₀₂ + K₁₂ = 1.

Adding the last two and subtracting the first gives 2K₀₂ = −2, a negative spring constant.

In the Lean code, the finite type `n` labels the atoms and `m` the springs. `Φ.IsSymm` stands for the equality of mixed second derivatives of the energy. `∀ u, 0 ≤ energy Φ u` is stability, with zero-energy modes allowed, and `ZeroRowSums Φ` is the acoustic sum rule. `stable_sumRule_iff_springs` is the equivalence with square C; `energy_eq_sum_sq_extensions` gives the N-spring form of the energy. In `bending_not_pair_springs` the sum runs over ordered pairs, so Kᵢⱼ = kᵢⱼ + kⱼᵢ.

For fits to electronic-structure forces, this justifies your parametrisation for finitely many atoms with one displacement each, provided that the reference structure is stable: a Φ with a negative eigenvalue is never CᵀC with real C. With three Cartesian components per atom, each row of Φ obeys three separate sum rules, one per direction; the single row sum used here does not express them.

```lean
import Mathlib

open Matrix

namespace GeneralisedSprings

noncomputable section

variable {m n : Type*} [Fintype m] [Fintype n]

/-- The harmonic energy `½ u·Φu` of the displacements `u` for the force constants `Φ`. -/
def energy (Φ : Matrix n n ℝ) (u : n → ℝ) : ℝ := 1 / 2 * (u ⬝ᵥ Φ *ᵥ u)

/-- Every row of the matrix sums to zero; for force constants this is the acoustic sum rule. -/
def ZeroRowSums (M : Matrix m n ℝ) : Prop := ∀ i, ∑ j, M i j = 0

omit [Fintype m] in
/-- A uniform displacement `a` is mapped to the row sums times `a`. -/
theorem mulVec_uniform (M : Matrix m n ℝ) (a : ℝ) (i : m) :
    (M *ᵥ fun _ => a) i = (∑ j, M i j) * a := by
  simp only [Matrix.mulVec, dotProduct, Finset.sum_mul]

omit [Fintype m] in
/-- The rows of `C` sum to zero exactly when all extensions `C u` are unchanged by every
uniform translation of the atoms. -/
theorem zeroRowSums_iff_translation_invariant (C : Matrix m n ℝ) :
    ZeroRowSums C ↔ ∀ (u : n → ℝ) (a : ℝ), C *ᵥ (u + fun _ => a) = C *ᵥ u := by
  constructor
  · intro h u a
    ext s
    rw [Matrix.mulVec_add, Pi.add_apply, mulVec_uniform, h s]
    ring
  · intro h s
    have h1 := congrFun (h 0 1) s
    rw [Matrix.mulVec_add, Pi.add_apply, mulVec_uniform] at h1
    linarith

/-- The energy belonging to `CᵀC` is half the sum of the squared extensions `C u`. -/
theorem energy_springs (C : Matrix m n ℝ) (u : n → ℝ) :
    energy (Cᵀ * C) u = 1 / 2 * ∑ s, (C *ᵥ u) s ^ 2 := by
  unfold energy
  rw [← Matrix.mulVec_mulVec, Matrix.dotProduct_mulVec, Matrix.vecMul_transpose]
  simp only [dotProduct, sq]

/-- The force constants `CᵀC` obey the acoustic sum rule exactly when each row of `C`
sums to zero. -/
theorem zeroRowSums_springs_iff (C : Matrix m n ℝ) :
    ZeroRowSums (Cᵀ * C) ↔ ZeroRowSums C := by
  constructor
  · intro h s
    -- a uniform displacement costs no energy, so each squared extension vanishes
    have h0 : (Cᵀ * C) *ᵥ (fun _ => (1 : ℝ)) = 0 := by
      ext i
      rw [mulVec_uniform, h i, zero_mul, Pi.zero_apply]
    have h1 := energy_springs C (fun _ => (1 : ℝ))
    rw [energy, h0, dotProduct_zero] at h1
    have h2 : ∑ s, (C *ᵥ fun _ => (1 : ℝ)) s ^ 2 = 0 := by linarith
    have h3 := (Finset.sum_eq_zero_iff_of_nonneg (fun s _ => sq_nonneg _)).mp h2 s
      (Finset.mem_univ s)
    rw [mulVec_uniform, mul_one] at h3
    exact (pow_eq_zero_iff two_ne_zero).mp h3
  · intro h i
    have h0 : C *ᵥ (fun _ => (1 : ℝ)) = 0 := by
      ext s
      rw [mulVec_uniform, h s, zero_mul, Pi.zero_apply]
    have h1 := mulVec_uniform (Cᵀ * C) 1 i
    rw [← Matrix.mulVec_mulVec, h0, Matrix.mulVec_zero, Pi.zero_apply, mul_one] at h1
    exact h1.symm

/-- A real symmetric matrix `Φ` has a complete orthonormal set of eigenvectors, the columns of `U`,
with eigenvalues `d`. -/
theorem exists_modes [DecidableEq n] (Φ : Matrix n n ℝ) (hs : Φ.IsSymm) :
    ∃ (U : Matrix n n ℝ) (d : n → ℝ), Uᵀ * U = 1 ∧ Φ * U = U * Matrix.diagonal d := by
  have hH : Φ.IsHermitian := by
    rw [Matrix.IsHermitian, Matrix.conjTranspose_eq_transpose_of_trivial]
    exact hs
  refine ⟨Matrix.of fun i s => (hH.eigenvectorBasis s).ofLp i, hH.eigenvalues, ?_, ?_⟩
  · ext s t
    have h1 := orthonormal_iff_ite.mp hH.eigenvectorBasis.orthonormal s t
    rw [PiLp.inner_apply] at h1
    simp only [Matrix.mul_apply, Matrix.transpose_apply, Matrix.of_apply, Matrix.one_apply]
    rw [← h1]
    refine Finset.sum_congr rfl fun i _ => ?_
    simp [mul_comm]
  · ext i s
    have h1 : ∑ j, Φ i j * (hH.eigenvectorBasis s).ofLp j
        = hH.eigenvalues s * (hH.eigenvectorBasis s).ofLp i :=
      congrFun (hH.mulVec_eigenvectorBasis s) i
    rw [Matrix.mul_diagonal, Matrix.mul_apply]
    simp only [Matrix.of_apply]
    linarith

/-- Symmetric force constants with non-negative energy have the form `CᵀC`. -/
theorem exists_springs (Φ : Matrix n n ℝ) (hs : Φ.IsSymm) (hp : ∀ u, 0 ≤ energy Φ u) :
    ∃ C : Matrix n n ℝ, Φ = Cᵀ * C := by
  classical
  obtain ⟨U, d, hU, hΦ⟩ := exists_modes Φ hs
  -- the energy of a normalised eigenvector is half its eigenvalue
  have hd : ∀ s, 0 ≤ d s := by
    intro s
    have h1 := hp (fun i => U i s)
    have h2 : Φ *ᵥ (fun i => U i s) = fun i => U i s * d s := by
      ext i
      have h := congrFun (congrFun hΦ i) s
      rw [Matrix.mul_diagonal] at h
      exact h
    have h3 : ∑ i, U i s * U i s = 1 := by
      have h := congrFun (congrFun hU s) s
      rw [Matrix.one_apply_eq] at h
      exact h
    have h4 : (fun i => U i s) ⬝ᵥ (fun i => U i s * d s) = d s := by
      simp only [dotProduct, ← mul_assoc, ← Finset.sum_mul, h3, one_mul]
    rw [energy, h2, h4] at h1
    linarith
  have hD : Matrix.diagonal (fun s => √(d s)) * Matrix.diagonal (fun s => √(d s))
      = Matrix.diagonal d := by
    rw [Matrix.diagonal_mul_diagonal]
    exact congrArg Matrix.diagonal (funext fun s => Real.mul_self_sqrt (hd s))
  -- each spring is an eigenvector scaled by the root of its eigenvalue
  refine ⟨Matrix.diagonal (fun s => √(d s)) * Uᵀ, ?_⟩
  calc Φ = Φ * (U * Uᵀ) := by rw [_root_.mul_eq_one_comm.mp hU, mul_one]
    _ = U * Matrix.diagonal d * Uᵀ := by rw [← mul_assoc, hΦ]
    _ = _ := by
      rw [Matrix.transpose_mul, Matrix.transpose_transpose, Matrix.diagonal_transpose, ← hD]
      simp only [mul_assoc]

/-- Force constants are symmetric, have non-negative energy and obey the acoustic sum rule
if and only if they are `CᵀC` for a square matrix `C` whose rows each sum to zero. -/
theorem stable_sumRule_iff_springs (Φ : Matrix n n ℝ) :
    (Φ.IsSymm ∧ (∀ u, 0 ≤ energy Φ u) ∧ ZeroRowSums Φ) ↔
      ∃ C : Matrix n n ℝ, ZeroRowSums C ∧ Φ = Cᵀ * C := by
  constructor
  · rintro ⟨hs, hp, h0⟩
    obtain ⟨C, rfl⟩ := exists_springs Φ hs hp
    exact ⟨C, (zeroRowSums_springs_iff C).mp h0, rfl⟩
  · rintro ⟨C, hC, rfl⟩
    refine ⟨?_, fun u => ?_, (zeroRowSums_springs_iff C).mpr hC⟩
    · rw [Matrix.IsSymm, Matrix.transpose_mul, Matrix.transpose_transpose]
    · rw [energy_springs]
      positivity

/-- For `N + 1` atoms with symmetric force constants, non-negative energy and the acoustic sum
rule, the energy is half a sum of `N` squared extensions, each invariant under translation. -/
theorem energy_eq_sum_sq_extensions {N : ℕ} (Φ : Matrix (Fin (N + 1)) (Fin (N + 1)) ℝ)
    (hs : Φ.IsSymm) (hp : ∀ u, 0 ≤ energy Φ u) (h0 : ZeroRowSums Φ) :
    ∃ C : Matrix (Fin N) (Fin (N + 1)) ℝ,
      (∀ (u : Fin (N + 1) → ℝ) (a : ℝ), C *ᵥ (u + fun _ => a) = C *ᵥ u) ∧
      ∀ u, energy Φ u = 1 / 2 * ∑ s, (C *ᵥ u) s ^ 2 := by
  -- factor the block of the atoms other than atom 0
  obtain ⟨B, hB⟩ := exists_springs (Φ.submatrix Fin.succ Fin.succ) (hs.submatrix _) (fun v => by
    have h := hp (Fin.cons 0 v : Fin (N + 1) → ℝ)
    simpa [energy, dotProduct, Matrix.mulVec, Fin.sum_univ_succ] using h)
  -- attach atom 0 so that every row sums to zero
  let C : Matrix (Fin N) (Fin (N + 1)) ℝ :=
    Matrix.of fun s => (Fin.cons (-∑ j, B s j) (B s) : Fin (N + 1) → ℝ)
  have hC : ZeroRowSums C := by
    intro s
    simp [C, Fin.sum_univ_succ]
  have hG := (zeroRowSums_springs_iff C).mpr hC
  have hT : ∀ i j, (Cᵀ * C) i j = (Cᵀ * C) j i := by
    intro i j
    rw [Matrix.mul_apply, Matrix.mul_apply]
    exact Finset.sum_congr rfl fun s _ => mul_comm _ _
  have hss : ∀ i j : Fin N, Φ i.succ j.succ = (Cᵀ * C) i.succ j.succ := by
    intro i j
    have h := congrFun (congrFun hB i) j
    simpa [C, Matrix.mul_apply] using h
  -- the sum rule fixes the remaining entries
  have hs0 : ∀ i : Fin N, Φ i.succ 0 = (Cᵀ * C) i.succ 0 := by
    intro i
    have a := h0 i.succ
    have b := hG i.succ
    rw [Fin.sum_univ_succ] at a b
    rw [Finset.sum_congr rfl fun j _ => hss i j] at a
    linarith
  have h0s : ∀ j : Fin N, Φ 0 j.succ = (Cᵀ * C) 0 j.succ := by
    intro j
    rw [hT, ← hs0 j]
    exact hs.apply j.succ 0
  have h00 : Φ 0 0 = (Cᵀ * C) 0 0 := by
    have a := h0 0
    have b := hG 0
    rw [Fin.sum_univ_succ] at a b
    rw [Finset.sum_congr rfl fun j _ => h0s j] at a
    linarith
  have hΦ : Φ = Cᵀ * C := by
    ext i j
    cases i using Fin.cases with
    | zero =>
      cases j using Fin.cases with
      | zero => exact h00
      | succ j => exact h0s j
    | succ i =>
      cases j using Fin.cases with
      | zero => exact hs0 i
      | succ j => exact hss i j
  refine ⟨C, (zeroRowSums_iff_translation_invariant C).mp hC, fun u => ?_⟩
  rw [hΦ, energy_springs]

/-- The three-atom energy `½(u₀ - 2u₁ + u₂)²` is not a sum of pair-spring energies with
non-negative spring constants. -/
theorem bending_not_pair_springs :
    ¬ ∃ k : Fin 3 → Fin 3 → ℝ, (∀ i j, 0 ≤ k i j) ∧ ∀ u : Fin 3 → ℝ,
      1 / 2 * (u 0 - 2 * u 1 + u 2) ^ 2 = 1 / 2 * ∑ i, ∑ j, k i j * (u i - u j) ^ 2 := by
  rintro ⟨k, hk, h⟩
  -- compare moving both outer atoms with moving each of them alone
  have h1 := h ![1, 0, 1]
  have h2 := h ![1, 0, 0]
  have h3 := h ![0, 0, 1]
  simp only [Fin.sum_univ_three, Matrix.cons_val] at h1 h2 h3
  linarith [hk 0 2, hk 2 0]

end

end GeneralisedSprings
```

```lean
#print axioms GeneralisedSprings.zeroRowSums_springs_iff
#print axioms GeneralisedSprings.stable_sumRule_iff_springs
#print axioms GeneralisedSprings.energy_eq_sum_sq_extensions
#print axioms GeneralisedSprings.bending_not_pair_springs
```

```
'GeneralisedSprings.zeroRowSums_springs_iff' depends on axioms: [propext, Classical.choice, Quot.sound]
'GeneralisedSprings.stable_sumRule_iff_springs' depends on axioms: [propext, Classical.choice, Quot.sound]
'GeneralisedSprings.energy_eq_sum_sq_extensions' depends on axioms: [propext, Classical.choice, Quot.sound]
'GeneralisedSprings.bending_not_pair_springs' depends on axioms: [propext, Classical.choice, Quot.sound]
```

`exists_modes` takes U and the eigenvalues from Mathlib's spectral theorem; a real symmetric matrix is Hermitian. In `exists_springs`, `hd` evaluates the energy of a column of U to get dₛ ≥ 0, `hD` multiplies the square roots, and the `calc` block is the chain for CᵀC read from Φ outwards.

`zeroRowSums_springs_iff` carries the sum rule between Φ and C. Its forward half applies `energy_springs` to the uniform displacement: a vanishing sum of squares makes each extension vanish. The main equivalence combines these lemmas.

In the N-spring theorem, `Fin.cons 0 v` holds atom 0 fixed. The facts `hss`, `hs0`, `h0s` and `h00` then match the block, column 0, row 0 and the corner, and `zeroRowSums_iff_translation_invariant` turns zero row sums into invariant extensions. For the bending energy, `linarith` combines the three displacement equations with the non-negativity of `k 0 2` and `k 2 0`.
